# Second-order energies of two non-interacting fragments add when all denominators share one constant shift

If a second-order energy were not additive, the energy computed for two molecules too far apart to interact would differ from the sum of their separately computed energies, and subtracting the two results would give a spurious interaction energy. A constant $d\ge 0$ added to the excitation denominators, which when positive keeps small gaps from producing huge terms, might be suspected of causing it. It does not, provided that the fragments and the composite use the same $d$. This is proved below for finite-dimensional fragments with simple lowest levels, with the composite described by product states.

The second-order Görling–Levy correlation energy has the same sum-over-states form at $d=0$, so in this finite model of uncoupled fragments the result is the additivity one wants of it.

## Eigenbases and the energy formula

```lean
import Mathlib

open Matrix
open scoped Kronecker

namespace SecondOrderAdditivity

noncomputable section

variable {m n : Type*} [Fintype m] [DecidableEq m] [Fintype n] [DecidableEq n]
```

The finite types `m` and `n` label the basis states of fragments A and B. The symbol `⊗ₖ` is the tensor product of matrices, and `ᴴ` is the adjoint.

```lean
/-- The columns of the unitary `U` are eigenvectors of `H` with real energies `E`, and the
level `g` lies strictly below all others. -/
structure IsGroundEigenbasis (H U : Matrix n n ℂ) (E : n → ℝ) (g : n) : Prop where
  unitary : Uᴴ * U = 1
  eigen : H * U = U * diagonal (fun k => (E k : ℂ))
  ground : ∀ k, k ≠ g → E g < E k
```

`IsGroundEigenbasis H U E g` collects three conditions: $U^\dagger U=1$, $HU=U\,\mathrm{diag}(E)$, and $E_g<E_k$ for all $k\ne g$. Column $k$ of $U$ is the eigenvector $|k\rangle$, and $|g\rangle$ is the ground state. Since $H=U\,\mathrm{diag}(E)\,U^\dagger$ with real $E$, $H$ is Hermitian. Conversely, every Hermitian matrix with a simple lowest eigenvalue has such a description.

```lean
/-- The operator `A ⊗ 1 + 1 ⊗ B` of two fragments that do not interact. -/
def localSum (A : Matrix m m ℂ) (B : Matrix n n ℂ) : Matrix (m × n) (m × n) ℂ :=
  A ⊗ₖ (1 : Matrix n n ℂ) + (1 : Matrix m m ℂ) ⊗ₖ B
```

This is $A\otimes 1+1\otimes B$. It serves for both the Hamiltonians and the perturbations, so nothing couples the fragments. They are also treated as distinguishable: there is no antisymmetrisation between them.

```lean
/-- The inverse denominator `1 / (E k - E g + d)` of a state `k ≠ g`, and zero for `k = g`;
its domain is a level `g` strictly below all others. -/
def gapWeight (d : NNReal) (E : n → ℝ) (g k : n) : ℝ :=
  if k = g then 0 else 1 / (E k - E g + (d : ℝ))
```

The weight is $w_k=1/(E_k-E_g+d)$ for $k\neq g$, and $w_g=0$. The type `NNReal` makes $d$ a non-negative real, so with $g$ strictly lowest every denominator is positive.

```lean
/-- The second-order energy `-∑ |V_kg|² / (E k - E g + d)` over `k ≠ g`, with a constant
`d ≥ 0` added to every denominator; its domain is a level `g` strictly below all others. -/
def secondOrderEnergy (d : NNReal) (U : Matrix n n ℂ) (E : n → ℝ) (g : n)
    (V : Matrix n n ℂ) : ℝ :=
  -∑ k, gapWeight d E g k * Complex.normSq ((Uᴴ * V * U) k g)
```

Because $(U^\dagger VU)_{kg}=\langle k|V|g\rangle$, the definition reads

$$E^{(2)}_d=-\sum_{k\ne g}\frac{|\langle k|V|g\rangle|^2}{E_k-E_g+d}.$$

At $d=0$ this is the usual Rayleigh–Schrödinger expression, taken here as a definition and not derived from a perturbation expansion. A physical $V$ is Hermitian, but the theorems hold for any complex matrix.

## Product states and local perturbations

```lean
/-- Products of fragment eigenvectors are an eigenbasis of the composite, with added energies
and a simple lowest level, if both fragments have simple lowest levels. -/
theorem product_eigenbasis {HA UA : Matrix m m ℂ} {HB UB : Matrix n n ℂ}
    {EA : m → ℝ} {EB : n → ℝ} {a : m} {b : n}
    (hA : IsGroundEigenbasis HA UA EA a) (hB : IsGroundEigenbasis HB UB EB b) :
    IsGroundEigenbasis (localSum HA HB) (UA ⊗ₖ UB) (fun p => EA p.1 + EB p.2) (a, b) where
  unitary := by
    rw [conjTranspose_kronecker, ← mul_kronecker_mul, hA.unitary, hB.unitary,
      one_kronecker_one]
  eigen := by
    have hD : diagonal (fun p : m × n => ((EA p.1 + EB p.2 : ℝ) : ℂ)) =
        localSum (diagonal fun i => (EA i : ℂ)) (diagonal fun j => (EB j : ℂ)) := by
      ext ⟨i, j⟩ ⟨k, l⟩
      by_cases hi : i = k <;> by_cases hj : j = l <;>
        simp [localSum, kroneckerMap_apply, one_apply, hi, hj]
    rw [hD]
    simp only [localSum, Matrix.add_mul, Matrix.mul_add, ← mul_kronecker_mul, hA.eigen,
      hB.eigen, Matrix.one_mul, Matrix.mul_one]
  ground := by
    rintro ⟨i, j⟩ hij
    change EA a + EB b < EA i + EB j
    by_cases hi : i = a
    · have hj : j ≠ b := fun hj => hij (by rw [hi, hj])
      have := hB.ground j hj
      rw [hi]
      linarith
    · have h1 := hA.ground i hi
      have h2 : EB b ≤ EB j := by
        by_cases hj : j = b
        · rw [hj]
        · exact (hB.ground j hj).le
      linarith
```

Let $|i\rangle$ and $|j\rangle$ be eigenvectors of $H_A$ and $H_B$, with ground labels $a$ and $b$. The products are orthonormal, since $(U_A\otimes U_B)^\dagger(U_A\otimes U_B)=U_A^\dagger U_A\otimes U_B^\dagger U_B=1$. They are eigenvectors:

$$(H_A\otimes1+1\otimes H_B)|i\rangle|j\rangle=(E^A_i+E^B_j)|i\rangle|j\rangle.$$

For the ground level, take $(i,j)\ne(a,b)$. If $i=a$, then $j\neq b$ and $E^B_b<E^B_j$. If $i\ne a$, then $E^A_a<E^A_i$ and $E^B_b\le E^B_j$. Either way $E^A_a+E^B_b<E^A_i+E^B_j$.

The Lean proof has one block for each condition. The rule $(A\otimes B)(C\otimes D)=AC\otimes BD$ is `mul_kronecker_mul`, `hD` writes the added energies as a local sum of diagonal matrices, and `linarith` combines the inequalities.

```lean
/-- In a product of unitary bases, a sum of local perturbations is again a sum of local
operators, namely the fragment perturbations in the fragment bases. -/
theorem localSum_in_product_basis {UA : Matrix m m ℂ} {UB : Matrix n n ℂ}
    (hA : UAᴴ * UA = 1) (hB : UBᴴ * UB = 1) (VA : Matrix m m ℂ) (VB : Matrix n n ℂ) :
    (UA ⊗ₖ UB)ᴴ * localSum VA VB * (UA ⊗ₖ UB) =
      localSum (UAᴴ * VA * UA) (UBᴴ * VB * UB) := by
  simp only [localSum, conjTranspose_kronecker, Matrix.add_mul, Matrix.mul_add,
    ← mul_kronecker_mul, Matrix.mul_one, hA, hB]
```

Write $M_A=U_A^\dagger V_AU_A$ and $M_B=U_B^\dagger V_BU_B$. The first term of the perturbation becomes $M_A\otimes U_B^\dagger U_B=M_A\otimes1$, and the second becomes $1\otimes M_B$ in the same way. The `simp only` call applies the product rule and the two unitarity hypotheses.

## Why the sum splits

```lean
/-- For fragments with simple lowest levels, the product states are an eigenbasis of the
composite with a simple lowest level, and the second-order energy in it under local perturbations
is the sum of the fragment energies, with one constant `d ≥ 0` in all denominators. -/
theorem secondOrderEnergy_additive (d : NNReal) {HA UA : Matrix m m ℂ} {HB UB : Matrix n n ℂ}
    {EA : m → ℝ} {EB : n → ℝ} {a : m} {b : n}
    (hA : IsGroundEigenbasis HA UA EA a) (hB : IsGroundEigenbasis HB UB EB b)
    (VA : Matrix m m ℂ) (VB : Matrix n n ℂ) :
    IsGroundEigenbasis (localSum HA HB) (UA ⊗ₖ UB) (fun p => EA p.1 + EB p.2) (a, b) ∧
    secondOrderEnergy d (UA ⊗ₖ UB) (fun p => EA p.1 + EB p.2) (a, b) (localSum VA VB) =
      secondOrderEnergy d UA EA a VA + secondOrderEnergy d UB EB b VB := by
  refine ⟨product_eigenbasis hA hB, ?_⟩
  unfold secondOrderEnergy
  rw [localSum_in_product_basis hA.unitary hB.unitary]
  generalize UAᴴ * VA * UA = MA
  generalize UBᴴ * VB * UB = MB
  -- only excitations of a single fragment survive
  have hterm : ∀ i j, gapWeight d (fun p : m × n => EA p.1 + EB p.2) (a, b) (i, j) *
      Complex.normSq (localSum MA MB (i, j) (a, b)) =
      (if j = b then gapWeight d EA a i * Complex.normSq (MA i a) else 0) +
      (if i = a then gapWeight d EB b j * Complex.normSq (MB j b) else 0) := by
    intro i j
    by_cases hi : i = a <;> by_cases hj : j = b <;>
      simp [gapWeight, localSum, kroneckerMap_apply, one_apply, hi, hj]
  have h1 : ∑ i, ∑ j, (if j = b then gapWeight d EA a i * Complex.normSq (MA i a) else 0) =
      ∑ i, gapWeight d EA a i * Complex.normSq (MA i a) := by simp
  have h2 : ∑ i, ∑ j, (if i = a then gapWeight d EB b j * Complex.normSq (MB j b) else 0) =
      ∑ j, gapWeight d EB b j * Complex.normSq (MB j b) := by
    rw [Finset.sum_comm]
    simp
  rw [Fintype.sum_prod_type]
  simp only [hterm, Finset.sum_add_distrib]
  rw [h1, h2]
  ring
```

The conclusion has two parts: the product states form a ground eigenbasis, and the energies add. For the second part, let $V=V_A\otimes1+1\otimes V_B$. Its matrix element from the ground state is

$$\langle ij|V|ab\rangle=(M_A)_{ia}\,\delta_{jb}+\delta_{ia}\,(M_B)_{jb}.$$

There are four cases.

- For $i=a$, $j=b$, the weight is zero.
- For $i\ne a$, $j=b$, the element is $(M_A)_{ia}$ and the gap is $E^A_i+E^B_b-E^A_a-E^B_b=E^A_i-E^A_a$.
- For $i=a$, $j\ne b$, the element is $(M_B)_{jb}$ and the gap is $E^B_j-E^B_b$.
- For $i\ne a$, $j\ne b$, the element vanishes.

Each surviving term is therefore a fragment term with the same $d$, and summing gives

$$E^{(2)}_d(AB)=E^{(2)}_d(A)+E^{(2)}_d(B).$$

In Lean, `hterm` performs the four cases, `h1` and `h2` carry out the sums over the deltas, and `ring` distributes the minus sign.

Orthogonal eigenvectors without normalisation would not be enough. Let B have a single level with $H_B=V_B=0$, and take $U_B=(2)$. Then $U_B^\dagger U_B=4$, every matrix element of $V_A$ is multiplied by 4 in the composite, and the composite energy is 16 times the fragment sum.

## A larger shift in the composite can break additivity

```lean
/-- A larger constant in the denominators strictly raises the second-order energy if the
perturbation couples the simple lowest level to some other state `k`. -/
theorem secondOrderEnergy_strictMono {d d' : NNReal} (hd : d < d') {H U : Matrix n n ℂ}
    {E : n → ℝ} {g k : n} (hU : IsGroundEigenbasis H U E g) {V : Matrix n n ℂ}
    (hk : k ≠ g) (hV : (Uᴴ * V * U) k g ≠ 0) :
    secondOrderEnergy d U E g V < secondOrderEnergy d' U E g V := by
  have hd' : (d : ℝ) < d' := by exact_mod_cast hd
  have hwt : ∀ i, i ≠ g → gapWeight d' E g i < gapWeight d E g i := by
    intro i hi
    simp only [gapWeight, if_neg hi]
    exact one_div_lt_one_div_of_lt (by linarith [hU.ground i hi, d.coe_nonneg]) (by linarith)
  apply neg_lt_neg
  refine Finset.sum_lt_sum (fun i _ => ?_) ⟨k, Finset.mem_univ k, ?_⟩
  · by_cases hi : i = g
    · simp [gapWeight, hi]
    · exact mul_le_mul_of_nonneg_right (hwt i hi).le (Complex.normSq_nonneg _)
  · exact mul_lt_mul_of_pos_right (hwt k hk) (Complex.normSq_pos.mpr hV)
```

If $d<d'$, then $1/(E_k-E_g+d')<1/(E_k-E_g+d)$ for every $k\neq g$. No term $w_k|\langle k|V|g\rangle|^2$ grows, and one with a non-zero coupling shrinks strictly. The minus sign turns this into a rise of the energy. Here `hwt` compares the weights, and `Finset.sum_lt_sum` needs at least one strict term.

```lean
/-- If the composite is given a larger constant than its fragments, its second-order energy lies
strictly above the fragment sum, provided each perturbation couples its fragment's simple lowest
level to another state. -/
theorem additivity_fails_of_larger_shift {d d' : NNReal} (hd : d < d')
    {HA UA : Matrix m m ℂ} {HB UB : Matrix n n ℂ} {EA : m → ℝ} {EB : n → ℝ} {a i : m} {b j : n}
    (hA : IsGroundEigenbasis HA UA EA a) (hB : IsGroundEigenbasis HB UB EB b)
    {VA : Matrix m m ℂ} {VB : Matrix n n ℂ}
    (hi : i ≠ a) (hVA : (UAᴴ * VA * UA) i a ≠ 0) (hj : j ≠ b) (hVB : (UBᴴ * VB * UB) j b ≠ 0) :
    secondOrderEnergy d UA EA a VA + secondOrderEnergy d UB EB b VB <
      secondOrderEnergy d' (UA ⊗ₖ UB) (fun p => EA p.1 + EB p.2) (a, b) (localSum VA VB) := by
  rw [(secondOrderEnergy_additive d' hA hB VA VB).2]
  exact add_lt_add (secondOrderEnergy_strictMono hd hA hi hVA)
    (secondOrderEnergy_strictMono hd hB hj hVB)
```

Additivity at $d'$ rewrites the composite energy as $E^{(2)}_{d'}(A)+E^{(2)}_{d'}(B)$. By the previous theorem, each summand lies strictly above its value at $d$. A shift that grows with system size thus creates a spurious difference between the composite energy and the fragment sum whenever each perturbation couples its own fragment's ground state to an excited state.

```lean
/-- A two-level Hamiltonian with off-diagonal coupling, its eigenvectors and its energies
`0` and `25` form a ground eigenbasis. -/
theorem isGroundEigenbasis_witness :
    IsGroundEigenbasis !![16, -12; -12, 9] !![3 / 5, -4 / 5; 4 / 5, 3 / 5]
      ![0, 25] (0 : Fin 2) where
  unitary := by
    have h3 : (starRingEnd ℂ) 3 = 3 := Complex.ext (by simp) (by simp)
    have h4 : (starRingEnd ℂ) 4 = 4 := Complex.ext (by simp) (by simp)
    have h5 : (starRingEnd ℂ) 5 = 5 := Complex.ext (by simp) (by simp)
    ext i j
    fin_cases i <;> fin_cases j <;>
      simp [Matrix.mul_apply, Fin.sum_univ_succ, h3, h4, h5] <;> norm_num
  eigen := by
    ext i j
    fin_cases i <;> fin_cases j <;>
      simp [Matrix.mul_apply, Fin.sum_univ_succ, diagonal_apply] <;> norm_num
  ground := by
    intro k hk
    fin_cases k <;> simp_all

end

end SecondOrderAdditivity
```

This two-level Hamiltonian satisfies all three conditions: its ground vector is $(3/5,4/5)$ with energy $0$, and its excited vector is $(-4/5,3/5)$ with energy $25$.

With $V=\mathrm{diag}(25,0)$ the coupling is $-12$, so one fragment has energy $-144/(25+d)$. Two copies at $d=0$ give $-11.52$, whereas the composite at $d'=11$ gives $-8$.

```lean
#print axioms SecondOrderAdditivity.secondOrderEnergy_additive
#print axioms SecondOrderAdditivity.additivity_fails_of_larger_shift
```

```
'SecondOrderAdditivity.secondOrderEnergy_additive' depends on axioms: [propext, Classical.choice, Quot.sound]
'SecondOrderAdditivity.additivity_fails_of_larger_shift' depends on axioms: [propext, Classical.choice, Quot.sound]
```
